# The Error-Minimizing Window for an Autocorrelation Time with Exponential Decay and Linear Noise

A first-principles molecular dynamics run produces a correlated series of energies or pressures, and the error bar of their mean depends on an autocorrelation time that is often estimated from the same run. Summing the estimated correlation function over a short window misses its tail, while a long window collects noise; the Lean code below finds the best compromise for a single exponential decay and a noise variance linear in the window.

```lean
import Mathlib

open Filter Topology

namespace AutocorrelationWindow

noncomputable section

/-- Autocorrelation time accumulated up to the window `M`, for the normalized
autocorrelation function `exp (-t/τ)` with `τ ≠ 0`. -/
def windowedTime (τ M : ℝ) : ℝ := ∫ t in (0 : ℝ)..M, Real.exp (-(t / τ))

/-- Truncation bias of the windowed autocorrelation time relative to `τ`, for `τ ≠ 0`. -/
def relBias (τ M : ℝ) : ℝ := (windowedTime τ M - τ) / τ

/-- Model for the relative statistical variance of the windowed autocorrelation time
estimated from `N ≠ 0` samples. -/
def relNoise (N M : ℝ) : ℝ := 2 * (2 * M + 1) / N

/-- Relative mean-square error: squared truncation bias plus statistical noise,
for `τ ≠ 0` and `N ≠ 0`. -/
def relError (τ N M : ℝ) : ℝ := relBias τ M ^ 2 + relNoise N M

/-- The window `(τ/2) log (N/(2τ))`, for `τ > 0` and `N > 0`. -/
def optimalWindow (τ N : ℝ) : ℝ := τ / 2 * Real.log (N / (2 * τ))

/-- For `τ > 0`, a window `M` captures the part `1 - exp (-M/τ)` of the
autocorrelation time `τ`. -/
theorem windowedTime_eq {τ : ℝ} (hτ : 0 < τ) (M : ℝ) :
    windowedTime τ M = τ * (1 - Real.exp (-(M / τ))) := by
  -- an antiderivative of the exponential correlation function
  have h : ∀ t ∈ Set.uIcc 0 M, HasDerivAt (fun s : ℝ => -τ * Real.exp (-(s / τ)))
      (Real.exp (-(t / τ))) t := by
    intro t _
    have h1 : HasDerivAt (fun s : ℝ => -(s / τ)) (-(1 / τ)) t :=
      ((hasDerivAt_id' t).div_const τ).fun_neg
    refine (h1.exp.const_mul (-τ)).congr_deriv ?_
    have hc : τ * (1 / τ) = 1 := mul_one_div_cancel hτ.ne'
    linear_combination Real.exp (-(t / τ)) * hc
  have hi : IntervalIntegrable (fun t : ℝ => Real.exp (-(t / τ)))
      MeasureTheory.volume 0 M := Continuous.intervalIntegrable (by fun_prop) _ _
  rw [windowedTime, intervalIntegral.integral_eq_sub_of_hasDerivAt h hi]
  simp only [zero_div, neg_zero, Real.exp_zero]
  ring

/-- For `τ > 0`, the windowed autocorrelation time tends to `τ` as the window grows. -/
theorem windowedTime_tendsto {τ : ℝ} (hτ : 0 < τ) :
    Tendsto (windowedTime τ) atTop (𝓝 τ) := by
  have h := Real.tendsto_exp_neg_atTop_nhds_zero.comp (tendsto_id.atTop_div_const hτ)
  have h2 := (h.const_sub 1).const_mul τ
  simp only [sub_zero, mul_one] at h2
  exact h2.congr (fun M => (windowedTime_eq hτ M).symm)

/-- For `τ > 0`, the relative mean-square error is `exp (-2M/τ) + 2(2M+1)/N`. -/
theorem relError_eq {τ : ℝ} (hτ : 0 < τ) (N M : ℝ) :
    relError τ N M = Real.exp (-(2 * M / τ)) + 2 * (2 * M + 1) / N := by
  have hb : relBias τ M = -Real.exp (-(M / τ)) := by
    rw [relBias, windowedTime_eq hτ, div_eq_iff hτ.ne']
    ring
  have he : Real.exp (-(2 * M / τ)) = Real.exp (-(M / τ)) ^ 2 := by
    rw [sq, ← Real.exp_add]
    congr 1
    ring
  rw [relError, hb, he, relNoise]
  ring

/-- For `τ, N > 0`, the squared truncation bias `exp (-2M/τ)` at the window
`(τ/2) log (N/(2τ))` equals `2τ/N`. -/
theorem sq_bias_optimalWindow {τ N : ℝ} (hτ : 0 < τ) (hN : 0 < N) :
    Real.exp (-(2 * optimalWindow τ N / τ)) = 2 * τ / N := by
  have hx : 2 * optimalWindow τ N / τ = Real.log (N / (2 * τ)) := by
    rw [optimalWindow, div_eq_iff hτ.ne']
    ring
  rw [hx, Real.exp_neg, Real.exp_log (by positivity), inv_div]

/-- For `τ, N > 0`, the error at `M` exceeds that at `M* = (τ/2) log (N/(2τ))` by
`(2τ/N) (exp (-x) - 1 + x)`, where `x = 2(M - M*)/τ`. -/
theorem relError_excess {τ N : ℝ} (hτ : 0 < τ) (hN : 0 < N) (M : ℝ) :
    relError τ N M - relError τ N (optimalWindow τ N) =
      2 * τ / N * (Real.exp (-(2 * (M - optimalWindow τ N) / τ)) - 1
        + 2 * (M - optimalWindow τ N) / τ) := by
  have h0 := sq_bias_optimalWindow hτ hN
  -- factor the squared bias at M through its value at the optimum
  have h1 : Real.exp (-(2 * M / τ)) =
      2 * τ / N * Real.exp (-(2 * (M - optimalWindow τ N) / τ)) := by
    rw [← h0, ← Real.exp_add]
    congr 1
    ring
  rw [relError_eq hτ N M, relError_eq hτ N (optimalWindow τ N), h1, h0]
  generalize Real.exp (-(2 * (M - optimalWindow τ N) / τ)) = E
  have hc : τ * τ⁻¹ = 1 := mul_inv_cancel₀ hτ.ne'
  linear_combination (-(4 * (M - optimalWindow τ N) / N)) * hc

/-- For `τ > 0` and `N > 2τ`, the window `(τ/2) log (N/(2τ))` is positive and every other
real window has a strictly larger relative mean-square error. -/
theorem optimalWindow_unique_minimizer {τ N : ℝ} (hτ : 0 < τ) (hN : 2 * τ < N) :
    0 < optimalWindow τ N ∧
      ∀ M, M ≠ optimalWindow τ N → relError τ N (optimalWindow τ N) < relError τ N M := by
  have hN0 : 0 < N := by linarith
  constructor
  · exact mul_pos (by positivity) (Real.log_pos ((one_lt_div (by positivity)).mpr hN))
  · intro M hM
    have hx : 2 * (M - optimalWindow τ N) / τ ≠ 0 :=
      div_ne_zero (mul_ne_zero two_ne_zero (sub_ne_zero.mpr hM)) hτ.ne'
    -- the exponential lies strictly above its tangent at zero
    have he := Real.add_one_lt_exp (neg_ne_zero.mpr hx)
    have hp : 0 < 2 * τ / N := by positivity
    have hpos := mul_pos hp (show 0 < Real.exp (-(2 * (M - optimalWindow τ N) / τ)) - 1
        + 2 * (M - optimalWindow τ N) / τ by linarith)
    linarith [relError_excess hτ hN0 M]

/-- For `τ, N > 0`, the error at the window `(τ/2) log (N/(2τ))` is
`(2τ/N) (1 + log (N/(2τ))) + 2/N`. -/
theorem relError_optimalWindow {τ N : ℝ} (hτ : 0 < τ) (hN : 0 < N) :
    relError τ N (optimalWindow τ N) =
      2 * τ / N * (1 + Real.log (N / (2 * τ))) + 2 / N := by
  rw [relError_eq hτ, sq_bias_optimalWindow hτ hN, optimalWindow]
  ring

/-- For `τ, N > 0`, a window `K` lying between `(τ/2) log (N/(2τ))` and `M` has an error
no larger than that of `M`. -/
theorem relError_le_of_between {τ N K M : ℝ} (hτ : 0 < τ) (hN : 0 < N)
    (h : (optimalWindow τ N ≤ K ∧ K ≤ M) ∨ (M ≤ K ∧ K ≤ optimalWindow τ N)) :
    relError τ N K ≤ relError τ N M := by
  have eM := relError_excess hτ hN M
  have eK := relError_excess hτ hN K
  have hxy : (0 ≤ 2 * (K - optimalWindow τ N) / τ ∧
      2 * (K - optimalWindow τ N) / τ ≤ 2 * (M - optimalWindow τ N) / τ) ∨
      (2 * (M - optimalWindow τ N) / τ ≤ 2 * (K - optimalWindow τ N) / τ ∧
      2 * (K - optimalWindow τ N) / τ ≤ 0) := by
    rcases h with ⟨h1, h2⟩ | ⟨h1, h2⟩
    · exact Or.inl ⟨div_nonneg (by linarith) hτ.le, by gcongr⟩
    · exact Or.inr ⟨by gcongr, div_nonpos_of_nonpos_of_nonneg (by linarith) hτ.le⟩
  generalize 2 * (M - optimalWindow τ N) / τ = x at eM hxy
  generalize 2 * (K - optimalWindow τ N) / τ = y at eK hxy
  -- the slope of exp (-x) - 1 + x at y, times the step from y to x, is nonnegative
  have hs : 0 ≤ (x - y) * (1 - Real.exp (-y)) := by
    rcases hxy with ⟨h1, h2⟩ | ⟨h1, h2⟩
    · have : Real.exp (-y) ≤ 1 := Real.exp_le_one_iff.mpr (by linarith)
      exact mul_nonneg (by linarith) (by linarith)
    · have : 1 ≤ Real.exp (-y) := Real.one_le_exp (by linarith)
      exact mul_nonneg_of_nonpos_of_nonpos (by linarith) (by linarith)
  -- tangent inequality at y
  have ht : Real.exp (-y) * (y - x + 1) ≤ Real.exp (-x) := by
    have he : Real.exp (-x) = Real.exp (-y) * Real.exp (y - x) := by
      rw [← Real.exp_add]
      congr 1
      ring
    rw [he]
    exact mul_le_mul_of_nonneg_left (Real.add_one_le_exp _) (Real.exp_pos _).le
  have hle : Real.exp (-y) - 1 + y ≤ Real.exp (-x) - 1 + x := by nlinarith
  have hp : 0 ≤ 2 * τ / N := by positivity
  linarith [mul_le_mul_of_nonneg_left hle hp]

/-- For `τ, N > 0`, the smallest error among integer windows is reached at
`(τ/2) log (N/(2τ))` rounded down or rounded up. -/
theorem best_integer_window {τ N : ℝ} (hτ : 0 < τ) (hN : 0 < N) (m : ℤ) :
    min (relError τ N ⌊optimalWindow τ N⌋) (relError τ N ⌈optimalWindow τ N⌉)
      ≤ relError τ N m := by
  rcases le_or_gt m ⌊optimalWindow τ N⌋ with h | h
  · exact min_le_of_left_le (relError_le_of_between hτ hN
      (Or.inr ⟨by exact_mod_cast h, Int.floor_le _⟩))
  · have h2 : ⌈optimalWindow τ N⌉ ≤ m := Int.ceil_le.mpr (Int.floor_lt.mp h).le
    exact min_le_of_right_le (relError_le_of_between hτ hN
      (Or.inl ⟨Int.le_ceil _, by exact_mod_cast h2⟩))

/-- For `τ > 0` and a short run, `0 < N ≤ 2τ`, no nonnegative window has a smaller error
than the window zero. -/
theorem short_run_zero_window {τ N M : ℝ} (hτ : 0 < τ) (hN : 0 < N) (hs : N ≤ 2 * τ)
    (hM : 0 ≤ M) : relError τ N 0 ≤ relError τ N M := by
  have hl : Real.log (N / (2 * τ)) ≤ 0 :=
    Real.log_nonpos (by positivity) ((div_le_one (by positivity)).mpr hs)
  have ho : optimalWindow τ N ≤ 0 :=
    mul_nonpos_iff.mpr (Or.inl ⟨by positivity, hl⟩)
  exact relError_le_of_between hτ hN (Or.inl ⟨ho, hM⟩)

end

end AutocorrelationWindow
```

```lean
#print axioms AutocorrelationWindow.windowedTime_tendsto
#print axioms AutocorrelationWindow.relError_optimalWindow
#print axioms AutocorrelationWindow.best_integer_window
#print axioms AutocorrelationWindow.short_run_zero_window
```

```
'AutocorrelationWindow.windowedTime_tendsto' depends on axioms: [propext, Classical.choice, Quot.sound]
'AutocorrelationWindow.relError_optimalWindow' depends on axioms: [propext, Classical.choice, Quot.sound]
'AutocorrelationWindow.best_integer_window' depends on axioms: [propext, Classical.choice, Quot.sound]
'AutocorrelationWindow.short_run_zero_window' depends on axioms: [propext, Classical.choice, Quot.sound]
```

## A strict minimum over all real windows

The central theorem is `optimalWindow_unique_minimizer`. It takes real numbers τ and N with τ > 0 and N > 2τ, and concerns the window

M* = (τ/2) log(N/(2τ)),

where log is the natural logarithm. It states that M* is positive and that every real M different from M* has a strictly larger value of `relError τ N M`. The strict inequality makes M* the only global minimizer.

Here τ is the decay time, M is the window and N is the number of samples, with both times measured in sampling intervals. Lean treats N and M as real numbers, so whole numbers are included as special cases. Negative M has no physical meaning as a window, but the minimizer over all reals is positive and therefore also minimizes the error over the physical range.

An actual window is usually a whole number of sampling intervals. `best_integer_window` says that no integer window has a smaller error than the better of M* rounded down and M* rounded up. When N > 2τ, both of these are nonnegative.

## What the error model contains

The normalized autocorrelation function is exp(-t/τ). `windowedTime` is its integral from 0 to M, and `windowedTime_tendsto` proves that this integral tends to τ as M grows. The target value is thus τ itself. Some texts define the integrated autocorrelation time with a factor 2 or an added 1/2, and such a definition must be converted before the formula for M* is used.

`relBias` is minus the missing part of the integral, divided by τ. Its square is computed from the exponential decay and is not an assumption. The noise term

2(2M + 1)/N

is postulated in `relNoise`. It stands for a relative variance that is proportional to the number 2M + 1 of lags from -M to M and falls inversely with the length of the run. As a description of sampling noise, this law is an approximation for windows much longer than τ and much shorter than the run. `relError` adds the squared bias and this variance. Despite its short name, it is a mean-square error, so its square root is the relative error in the usual sense.

The step from this model to a real simulation is to identify `relError` with the mean-square error of the estimator in use. That estimator sums noisy correlations at discrete lags, its correlation function may have several decay times, and τ is not known beforehand. For data well described by one decay time and this noise law, the result indicates how far to sum the correlation function when assigning error bars to simulation averages.

## From the integral to the minimum

The windowed time is

∫₀ᴹ exp(-t/τ) dt = τ(1 - exp(-M/τ)).

Subtracting τ and dividing by τ gives the relative bias -exp(-M/τ). Squaring it and adding the noise gives the error

f(M) = exp(-2M/τ) + 2(2M + 1)/N.

To locate the minimum, set the derivative to zero:

-(2/τ) exp(-2M/τ) + 4/N = 0.

This means exp(-2M/τ) = 2τ/N, and taking logarithms gives M = M*. For N > 2τ the argument N/(2τ) exceeds 1, so its logarithm and M* are positive.

An exact comparison with f(M*) shows that this point is the global minimum. Let x = 2(M - M*)/τ. Since the squared bias at M* is 2τ/N, the squared bias at M is

exp(-2M/τ) = (2τ/N) exp(-x).

The noise changes by

4(M - M*)/N = (2τ/N) x.

Together these give

f(M) - f(M*) = (2τ/N)(exp(-x) - 1 + x).

The exponential lies strictly above its tangent at zero, so exp(-x) > 1 - x whenever x ≠ 0. The right-hand side is then positive for every M ≠ M*.

The value at the minimum follows by inserting M*:

f(M*) = (2τ/N)(1 + log(N/(2τ))) + 2/N.

To compare two windows on the same side of M*, write g(x) = exp(-x) - 1 + x, and let y be the scaled distance of a window K from M*, just as x is that of M. The tangent to g at y gives

g(x) ≥ g(y) + (x - y)(1 - exp(-y)).

If K lies between M* and M, then y lies between 0 and x. The two factors in the last term have the same sign, or one of them vanishes, so g(x) ≥ g(y). Moving the window away from M* on either side therefore never lowers the error. An integer below M* can be replaced by M* rounded down, and an integer above M* by M* rounded up, without increasing the error.

## The calculation in Lean

`windowedTime_eq` evaluates the integral. It checks that -τ exp(-s/τ) is an antiderivative and applies the fundamental theorem of calculus. `relError_eq` then obtains the closed form f(M), using the addition law of the exponential to identify the squared bias.

The Lean proof does not differentiate the error. `sq_bias_optimalWindow` inserts M* directly and finds the squared bias 2τ/N. `relError_excess` proves the exact difference: `h1` factors the exponential at M through its value at M*, and `linear_combination` completes the algebra after the remaining exponential has been replaced by a single symbol `E`.

In `optimalWindow_unique_minimizer`, `Real.log_pos` supplies the positivity of M*. For the strict minimum, `hx` records that x ≠ 0, and `Real.add_one_lt_exp` gives the tangent inequality. Multiplication by the positive factor 2τ/N and the excess identity finish the argument. `relError_optimalWindow` gives the minimal value by substitution.

`relError_le_of_between` carries out the comparison of K with M. Its step `hs` is the sign argument for (x - y)(1 - exp(-y)), `ht` is the tangent inequality at y, and `nlinarith` combines them. `best_integer_window` splits the integers into those at or below the rounded-down M* and those above it, then applies this comparison in each case.

## Long runs and the boundary N = 2τ

At fixed τ, the best window grows only logarithmically with the length of the run. Doubling N lengthens it by (τ/2) log 2, about 0.35τ, while the minimal error tends to zero as N grows.

The condition N > 2τ secures the positivity of M*, and it cannot be weakened to N ≥ 2τ. Take τ = 1 and N = 2. Then

f(M) = exp(-2M) + 2M + 1,

whose minimum is at M* = 0, with f(0) = 2. The minimizer is still unique, but it is not positive.

For 0 < N ≤ 2τ, `short_run_zero_window` shows that no nonnegative window has a smaller error than M = 0. Its proof observes that M* ≤ 0 and applies the comparison with K = 0. At this window the integral is zero and the squared relative bias is 1: in this model, a run so short gains nothing from including any of the correlation function. The noise law is not reliable for such a run, so this case marks a limit of the model and is not a rule for practice.
